# Free-boson modes under the Virasoro operators: [L_m, a_n] = −n a_(m+n) for m ≠ 0

The stress tensor of a massless free boson on a circle is quadratic in the derivatives of the field. For the waves travelling in one direction, each of its Fourier modes L_m is therefore an infinite sum of products of two oscillator modes a_k. We want the commutator of L_m with a single oscillator mode, and the infinite sum first needs a meaning. The choice made here is to evaluate it on one vector at a time, without normal ordering, and to show that for m ≠ 0 only finitely many terms survive. No topology on the state space is then needed.

The states form a vector space V over the rational numbers. All coefficients below are rational, and no inner product enters, so the adjoint relation between a_n and a_(−n) is not expressed.

In Lean 4 with Mathlib:

```lean
import Mathlib

open MvPolynomial

namespace FreeBosonVirasoro

variable {V : Type*} [AddCommGroup V] [Module ℚ V]
```

## The modes and what is assumed of them

For every integer n there is a linear operator a_n on V. Two properties are postulated:

[a_m, a_n] = m δ_(m+n,0)

for each v there is an N with a_n v = 0 for all n ≥ N

The first is the canonical commutation relation in units with ħ = 1. For m > 0 the unit-normalised annihilator would be a_m/√m. The second says that a state contains only finitely many excited oscillators, so that annihilators of high enough frequency find nothing to remove.

```lean
/-- The modes `a n` of a free boson: they satisfy `[a_m, a_n] = m δ_(m+n,0)`, and each vector is
killed by `a n` for all large `n`. -/
structure IsFreeBoson (a : ℤ → V →ₗ[ℚ] V) : Prop where
  comm : ∀ m n v, a m (a n v) - a n (a m v) = if m + n = 0 then (m : ℚ) • v else 0
  smooth : ∀ v, ∃ N : ℤ, ∀ n, N ≤ n → a n v = 0
```

In `IsFreeBoson`, the field `comm` is the commutator applied to a vector, and `smooth` is the annihilation condition; the word has nothing to do with differentiability here. The bound N may depend on v.

The operator under study is

L_m v = ½ Σ_k a_(m−k) a_k v, with k running over all integers.

```lean
/-- The Virasoro mode `L_m v = ½ Σ_k a_(m-k) a_k v`, without normal ordering; it is meant for
`m ≠ 0`. -/
noncomputable def virasoro (a : ℤ → V →ₗ[ℚ] V) (m : ℤ) (v : V) : V :=
  (1 / 2 : ℚ) • ∑ᶠ k : ℤ, a (m - k) (a k v)
```

The symbol `∑ᶠ` is a sum over the finitely many nonzero terms, and it returns 0 when there are infinitely many. Hence `virasoro a 0` is not the physical L_0, and the results below keep m ≠ 0. That L_m is a Fourier mode of the stress tensor of a quantised field is the physical identification behind the definition; it is not derived here.

## For m ≠ 0 the series is finite

If a family of vectors has finitely many nonzero members, so does any family that vanishes wherever the first one does. This covers the rescaled and transformed sums that appear later.

```lean
omit [Module ℚ V] in
/-- A family that vanishes wherever a finitely supported family vanishes is finitely supported. -/
theorem finite_of_zero {f g : ℤ → V} (hf : (Function.support f).Finite)
    (hg : ∀ k, f k = 0 → g k = 0) : (Function.support g).Finite :=
  hf.subset fun k hk h0 => hk (hg k h0)
```

Take N with a_j v = 0 for j ≥ N. If k ≥ N, the term a_(m−k) a_k v vanishes at once. If m−k ≥ N, use that the indices m−k and k add up to m ≠ 0, so the two modes commute:

a_(m−k) a_k v = a_k a_(m−k) v = 0

Only indices with m−N < k < N can remain.

```lean
variable {a : ℤ → V →ₗ[ℚ] V}

/-- For free-boson modes and `m ≠ 0`, only finitely many terms of the series for `L_m v` are
nonzero. -/
theorem finite_terms (h : IsFreeBoson a) {m : ℤ} (hm : m ≠ 0) (v : V) :
    (Function.support fun k : ℤ => a (m - k) (a k v)).Finite := by
  obtain ⟨N, hN⟩ := h.smooth v
  refine (Set.finite_Icc (m - N) N).subset fun k hk => ?_
  by_contra hc
  rw [Set.mem_Icc] at hc
  apply hk
  show a (m - k) (a k v) = 0
  by_cases hk' : N ≤ k
  · rw [hN k hk', map_zero]
  · -- the two modes commute, so the annihilator can be moved to the right
    have c := h.comm (m - k) k v
    rw [if_neg (show ¬ (m - k + k = 0) by omega), hN (m - k) (by omega), map_zero, sub_zero] at c
    exact c
```

The code encloses the nonzero terms in the slightly larger interval from m−N to N, and `omega` settles the integer inequalities.

For m = 0 and k ≠ 0 the two modes do not commute. For k ≤ −1 and k ≤ −N we have a_(−k) v = 0, and therefore

a_(−k) a_k v = [a_(−k), a_k] v = −k v = |k| v

This is nonzero for every such k if v ≠ 0. It is the divergent zero-point sum that normal ordering removes from L_0.

```lean
/-- For free-boson modes and `m = 0`, the series without normal ordering has infinitely many nonzero
terms on every nonzero vector. -/
theorem infinite_terms_zero (h : IsFreeBoson a) {v : V} (hv : v ≠ 0) :
    (Function.support fun k : ℤ => a (-k) (a k v)).Infinite := by
  obtain ⟨N, hN⟩ := h.smooth v
  refine (Set.Iic_infinite (min (-N) (-1))).mono fun k hk => ?_
  have hk' : k ≤ min (-N) (-1) := hk
  intro h0
  have h0' : a (-k) (a k v) = 0 := h0
  have c := h.comm (-k) k v
  rw [if_pos (show -k + k = 0 by omega), hN (-k) (by omega), map_zero, sub_zero, h0'] at c
  rcases smul_eq_zero.mp c.symm with h1 | h1
  · have h2 : -k = 0 := by exact_mod_cast h1
    omega
  · exact hv h1
```

Back at m ≠ 0, finite sums can be split and scalars taken out:

L_m(u + v) = L_m u + L_m v, L_m(c v) = c L_m v

```lean
/-- For free-boson modes and `m ≠ 0`, the Virasoro mode `L_m` is a linear operator. -/
theorem virasoro_linear (h : IsFreeBoson a) {m : ℤ} (hm : m ≠ 0) :
    IsLinearMap ℚ (virasoro a m) where
  map_add u v := by
    simp only [virasoro, map_add]
    rw [finsum_add_distrib (finite_terms h hm u) (finite_terms h hm v), smul_add]
  map_smul c v := by
    simp only [virasoro, map_smul]
    rw [← smul_finsum' c (finite_terms h hm v), smul_comm]
```

## Two contractions give the commutator

Move a_n through one term of the series:

[a_(m−k) a_k, a_n] = a_(m−k) [a_k, a_n] + [a_(m−k), a_n] a_k
= k δ_(k+n,0) a_(m−k) + (m−k) δ_(m−k+n,0) a_k

The first delta selects k = −n and gives −n a_(m+n). The second selects k = m+n, where m−k = −n, and gives −n a_(m+n) again. If the two values of k coincide, both contributions sit in the same term and still add. With the prefactor ½,

[L_m, a_n] = ½ (−n − n) a_(m+n) = −n a_(m+n)

```lean
/-- For `m ≠ 0` and every `n`, the free-boson modes satisfy `[L_m, a_n] = -n a_(m+n)`. -/
theorem virasoro_comm_mode (h : IsFreeBoson a) {m : ℤ} (hm : m ≠ 0) (n : ℤ) (v : V) :
    virasoro a m (a n v) - a n (virasoro a m v) = (-(n : ℚ)) • a (m + n) v := by
  have hf := finite_terms h hm v
  have e : a n (∑ᶠ k : ℤ, a (m - k) (a k v)) = ∑ᶠ k : ℤ, a n (a (m - k) (a k v)) :=
    (a n).toAddMonoidHom.map_finsum hf
  have hf' : (Function.support fun k : ℤ => a n (a (m - k) (a k v))).Finite :=
    finite_of_zero hf fun k hk => (congrArg (a n) hk).trans (map_zero _)
  have hs : ∀ c : ℤ, (Function.support fun k : ℤ =>
      if k = c then (-(n : ℚ)) • a (m + n) v else 0).Finite := fun c =>
    (Set.finite_singleton c).subset fun k hk => by
      by_contra hne
      exact hk (if_neg hne)
  have hv : ∀ c : ℤ, (∑ᶠ k : ℤ, if k = c then (-(n : ℚ)) • a (m + n) v else 0)
      = (-(n : ℚ)) • a (m + n) v := fun c => by
    rw [finsum_eq_single _ c (fun k hk => if_neg hk), if_pos rfl]
  -- the two contractions vanish except at k = -n and at k = m + n respectively
  have term : ∀ k : ℤ, a (m - k) (a k (a n v)) - a n (a (m - k) (a k v))
      = (if k = -n then (-(n : ℚ)) • a (m + n) v else 0)
        + (if k = m + n then (-(n : ℚ)) • a (m + n) v else 0) := by
    intro k
    have s : a (m - k) (a k (a n v)) - a n (a (m - k) (a k v))
        = a (m - k) (a k (a n v) - a n (a k v))
          + (a (m - k) (a n (a k v)) - a n (a (m - k) (a k v))) := by
      rw [map_sub]; abel
    rw [s, h.comm k n v, h.comm (m - k) n (a k v)]
    congr 1
    · by_cases hk : k = -n
      · rw [if_pos (show k + n = 0 by omega), if_pos hk, map_smul, hk,
          show m - -n = m + n by ring, Int.cast_neg]
      · rw [if_neg (show ¬ (k + n = 0) by omega), if_neg hk, map_zero]
    · by_cases hk : k = m + n
      · rw [if_pos (show m - k + n = 0 by omega), if_pos hk, hk,
          show m - (m + n) = -n by ring, Int.cast_neg]
      · rw [if_neg (show ¬ (m - k + n = 0) by omega), if_neg hk]
  unfold virasoro
  rw [map_smul, ← smul_sub, e, ← finsum_sub_distrib (finite_terms h hm (a n v)) hf',
    finsum_congr term, finsum_add_distrib (hs _) (hs _), hv, hv]
  module
```

The theorem `virasoro_comm_mode` states this on an arbitrary vector v, for m ≠ 0 and every integer n, including n = 0, where the commutator vanishes. In the proof, `e` takes a_n inside the finite sum, `term` is the two-delta identity, and `hv` sums a single delta. The final `module` adds the two halves.

In a calculation the rule lets L_m be moved past the oscillator modes, so that the series is needed only on the vacuum. Let v be a vacuum with a_n v = 0 for all n ≥ 0. In L_(−2) v only k = −1 contributes, so L_(−2) v = ½ a_(−1) a_(−1) v. Since L_2 v = 0 and [L_2, a_(−1)] = a_1,

L_2 a_(−1) a_(−1) v = a_1 a_(−1) v + a_(−1) a_1 v = v

Thus L_2 L_(−2) v = ½ v. In the usual convention this number is c/2, which gives central charge c = 1 for one boson; it comes from this short calculation, since the bracket theorem below leaves out m + n = 0.

## The bracket of two Virasoro modes away from m + n = 0

Let m, n and m+n all be nonzero. Apply the commutator to both factors of a term of L_n:

[L_m, a_(n−k) a_k] = (k−n) a_(m+n−k) a_k − k a_(n−k) a_(m+k)

In the second part, summed over k, replace k by k−m. It becomes

(m−k) a_(m+n−k) a_k

The coefficients now add to (k−n) + (m−k) = m−n, independent of k, so

[L_m, L_n] = (m−n) L_(m+n)

```lean
/-- For free-boson modes, if `m`, `n` and `m + n` are all nonzero, then
`[L_m, L_n] = (m - n) L_(m+n)`. -/
theorem virasoro_comm (h : IsFreeBoson a) {m n : ℤ} (hm : m ≠ 0) (hn : n ≠ 0)
    (hmn : m + n ≠ 0) (v : V) :
    virasoro a m (virasoro a n v) - virasoro a n (virasoro a m v)
      = ((m : ℚ) - n) • virasoro a (m + n) v := by
  have lin := virasoro_linear h hm
  have hG := finite_terms h hmn v
  have hT : (Function.support fun k : ℤ =>
      ((k : ℚ) - n) • a (m + n - k) (a k v)).Finite :=
    finite_of_zero hG fun k hk => by rw [hk, smul_zero]
  have hF : (Function.support fun k : ℤ =>
      ((m : ℚ) - k) • a (m + n - k) (a k v)).Finite :=
    finite_of_zero hG fun k hk => by rw [hk, smul_zero]
  have hF' : (Function.support fun k : ℤ =>
      ((m : ℚ) - ((k + m : ℤ) : ℚ)) • a (m + n - (k + m)) (a (k + m) v)).Finite :=
    hF.preimage (add_left_injective m).injOn
  have shift : (∑ᶠ k : ℤ, ((m : ℚ) - ((k + m : ℤ) : ℚ)) • a (m + n - (k + m)) (a (k + m) v))
      = ∑ᶠ k : ℤ, ((m : ℚ) - k) • a (m + n - k) (a k v) :=
    finsum_comp_equiv (Equiv.addRight m)
      (f := fun k : ℤ => ((m : ℚ) - k) • a (m + n - k) (a k v))
  have e : virasoro a m (virasoro a n v)
      = (1 / 2 : ℚ) • ∑ᶠ k : ℤ, virasoro a m (a (n - k) (a k v)) :=
    (lin.map_smul _ _).trans (congrArg (fun w => (1 / 2 : ℚ) • w)
      ((lin.mk' _).toAddMonoidHom.map_finsum (finite_terms h hn v)))
  have hA : (Function.support fun k : ℤ => virasoro a m (a (n - k) (a k v))).Finite :=
    finite_of_zero (finite_terms h hn v) fun k hk =>
      (congrArg (virasoro a m) hk).trans (lin.mk' _).map_zero
  -- commute L_m through both factors of each term of L_n
  have term : ∀ k : ℤ, virasoro a m (a (n - k) (a k v)) - a (n - k) (a k (virasoro a m v))
      = ((k : ℚ) - n) • a (m + n - k) (a k v)
        + ((m : ℚ) - ((k + m : ℤ) : ℚ)) • a (m + n - (k + m)) (a (k + m) v) := by
    intro k
    have c1 := virasoro_comm_mode h hm (n - k) (a k v)
    have c3 := congrArg (a (n - k)) (virasoro_comm_mode h hm k v)
    rw [map_sub, map_smul] at c3
    rw [show m + (n - k) = m + n - k by ring] at c1
    rw [show m + n - (k + m) = n - k by ring, show k + m = m + k by ring]
    push_cast at c1 ⊢
    linear_combination (norm := module) c1 + c3
  have total : ∀ k : ℤ, ((k : ℚ) - n) • a (m + n - k) (a k v)
      + ((m : ℚ) - k) • a (m + n - k) (a k v)
      = ((m : ℚ) - n) • a (m + n - k) (a k v) := fun k => by module
  rw [e]
  change (1 / 2 : ℚ) • _ - (1 / 2 : ℚ) • (∑ᶠ k : ℤ, a (n - k) (a k (virasoro a m v))) = _
  rw [← smul_sub, ← finsum_sub_distrib hA (finite_terms h hn _), finsum_congr term,
    finsum_add_distrib hT hF', shift, ← finsum_add_distrib hT hF, finsum_congr total,
    ← smul_finsum' _ hG, smul_comm]
  rfl
```

Here `term` is the commutator of one term, `shift` is the change of summation index, and `total` adds the coefficients. The condition m+n ≠ 0 makes the two separate sums finite, so that the sum can be split, one part shifted, and the parts added again. For m+n = 0 they have infinitely many nonzero terms on any nonzero vector; the central term of the full Virasoro algebra, proportional to m³ − m, appears only in this case.

The bracket expresses the conformal symmetry of the massless free boson in one space dimension. The single set of modes a_n describes its waves travelling in one direction.

## Polynomials carry such modes

Take V to be the polynomials with rational coefficients in x_0, x_1, x_2, … and set

a_n = n ∂/∂x_n for n > 0
a_n = multiplication by x_|n| for n ≤ 0

The exponent of x_j with j > 0 counts quanta in oscillator j. The variable x_0 is the momentum, left undetermined; if it is set to zero throughout, the constant polynomial 1 is a vacuum of the kind used in the calculation above.

```lean
/-- Modes on polynomials in `x_0, x_1, …`: `n ∂/∂x_n` for `n > 0`, and multiplication by `x_|n|`
for `n ≤ 0`. -/
noncomputable def fockMode (n : ℤ) : MvPolynomial ℕ ℚ →ₗ[ℚ] MvPolynomial ℕ ℚ :=
  if 0 < n then (n : ℚ) • (pderiv (R := ℚ) n.natAbs).toLinearMap
  else LinearMap.mulLeft ℚ (X n.natAbs)
```

Two derivatives commute, and so do two multiplications. For m > 0 and n ≤ 0 the product rule gives

[a_m, a_n] p = m (∂x_|n|/∂x_m) p = m δ_(m+n,0) p

The case with the roles exchanged follows by antisymmetry. Each polynomial p contains finitely many variables, so ∂p/∂x_n = 0 for all large n, which is the second postulate.

```lean
/-- The polynomial modes `fockMode` are the modes of a free boson. -/
theorem fockMode_witness : IsFreeBoson fockMode := by
  have hpos : ∀ n : ℤ, 0 < n → ∀ p, fockMode n p = (n : ℚ) • pderiv n.natAbs p :=
    fun n hn p => by rw [fockMode, if_pos hn]; rfl
  have hneg : ∀ n : ℤ, ¬ 0 < n → ∀ p, fockMode n p = X n.natAbs * p :=
    fun n hn p => by rw [fockMode, if_neg hn]; rfl
  have hX : ∀ i k : ℕ, ∃ c : ℚ, pderiv i (X k : MvPolynomial ℕ ℚ) = C c := by
    intro i k
    by_cases hk : k = i
    · exact ⟨1, by rw [hk, pderiv_X_self, C_1]⟩
    · exact ⟨0, by rw [pderiv_X_of_ne hk, C_0]⟩
  -- partial derivatives commute
  have hD : ∀ (i j : ℕ) (p : MvPolynomial ℕ ℚ),
      pderiv i (pderiv j p) = pderiv j (pderiv i p) := by
    intro i j p
    induction p using MvPolynomial.induction_on
    next c =>
      simp only [pderiv_C, map_zero]
    next p q hp hq =>
      simp only [map_add, hp, hq]
    next p k ih =>
      obtain ⟨c, hc⟩ := hX i k
      obtain ⟨d, hd⟩ := hX j k
      simp only [Derivation.leibniz, map_add, smul_eq_mul, hc, hd, pderiv_C, ih]
      ring
  have K : ∀ m n : ℤ, 0 < m → ¬ 0 < n → ∀ p, fockMode m (fockMode n p)
      - fockMode n (fockMode m p) = if m + n = 0 then (m : ℚ) • p else 0 := by
    intro m n hm hn p
    have key : fockMode m (fockMode n p) - fockMode n (fockMode m p)
        = (m : ℚ) • (p * pderiv m.natAbs (X n.natAbs)) := by
      simp only [hpos m hm, hneg n hn, Derivation.leibniz, smul_eq_mul, smul_add, mul_smul_comm]
      abel
    rw [key]
    by_cases h0 : m + n = 0
    · rw [if_pos h0, show n.natAbs = m.natAbs by omega, pderiv_X_self, mul_one]
    · rw [if_neg h0, pderiv_X_of_ne (show n.natAbs ≠ m.natAbs by omega), mul_zero, smul_zero]
  refine ⟨fun m n p => ?_, fun p => ?_⟩
  · by_cases hm : 0 < m <;> by_cases hn : 0 < n
    · rw [if_neg (show ¬ (m + n = 0) by omega)]
      simp only [hpos m hm, hpos n hn, Derivation.map_smul]
      rw [hD m.natAbs n.natAbs, smul_comm (m : ℚ) (n : ℚ), sub_self]
    · exact K m n hm hn p
    · rw [← neg_sub, K n m hn hm p]
      by_cases h0 : m + n = 0
      · have h1 : (m : ℚ) + n = 0 := by exact_mod_cast h0
        rw [if_pos h0, if_pos (show n + m = 0 by omega),
          show (m : ℚ) = -(n : ℚ) by linarith, neg_smul]
      · rw [if_neg h0, if_neg (show ¬ (n + m = 0) by omega), neg_zero]
    · simp only [hneg m hm, hneg n hn]
      rw [mul_left_comm, sub_self]
      split_ifs with h0
      · rw [show m = 0 by omega, Int.cast_zero, zero_smul]
      · rfl
  · -- a polynomial involves only finitely many variables
    have hS : ∃ N : ℕ, ∀ i, N ≤ i → pderiv i p = 0 := by
      induction p using MvPolynomial.induction_on
      next c =>
        exact ⟨0, fun i _ => by rw [pderiv_C]⟩
      next p q hp hq =>
        obtain ⟨M, hM⟩ := hp
        obtain ⟨N, hN⟩ := hq
        exact ⟨M + N, fun i hi => by
          rw [map_add, hM i (by omega), hN i (by omega), add_zero]⟩
      next p k ih =>
        obtain ⟨N, hN⟩ := ih
        exact ⟨N + k + 1, fun i hi => by
          rw [Derivation.leibniz, hN i (by omega), pderiv_X_of_ne (show k ≠ i by omega),
            smul_zero, smul_zero, add_zero]⟩
    obtain ⟨N, hN⟩ := hS
    exact ⟨N + 1, fun n hn => by
      rw [hpos n (by omega), hN n.natAbs (by omega), smul_zero]⟩

end FreeBosonVirasoro
```

In the proof, `hD` shows that partial derivatives commute, by induction on the polynomial, `K` is the mixed commutator, and `hS` finds the index beyond which every derivative of p vanishes. The postulates are therefore satisfied on a nonzero space, and the theorems apply to these polynomial modes.

```lean
#print axioms FreeBosonVirasoro.infinite_terms_zero
-- 'FreeBosonVirasoro.infinite_terms_zero' depends on axioms: [propext, Classical.choice, Quot.sound]
#print axioms FreeBosonVirasoro.virasoro_linear
-- 'FreeBosonVirasoro.virasoro_linear' depends on axioms: [propext, Classical.choice, Quot.sound]
#print axioms FreeBosonVirasoro.virasoro_comm
-- 'FreeBosonVirasoro.virasoro_comm' depends on axioms: [propext, Classical.choice, Quot.sound]
```
